# Geometric convergence of first-order pair amplitudes when the coupling is weaker than the smallest denominator

Let D be a real diagonal matrix with entries at least g > 0, and let O be a real matrix of Euclidean operator norm at most h < g. For every vector b, the equation

b + Dt + Ot = 0

has exactly one solution t. The iteration

t_(k+1) = −D⁻¹(b + O t_k)

converges to it from every starting vector t₀, with

‖t_k − t‖ ≤ (h/g)^k ‖t₀ − t‖.

If O is also symmetric, t is the strict minimum of the Hylleraas functional, and the error of the functional along the iteration is bounded by a constant times (h/g)^(2k).

## Amplitude equations in non-canonical orbitals

In second-order Møller–Plesset theory, the first-order wavefunction is a combination of doubly excited configurations, and t collects their amplitudes. The vector b holds the matrix elements of the perturbation between these configurations and the reference. In canonical orbitals the Fock matrix is diagonal, and each amplitude follows from one division. In localised orbitals the Fock matrix has off-diagonal elements, which couple the amplitudes.

The diagonal entry d_i of D is the energy denominator of excitation i: the diagonal Fock elements of its two virtual orbitals minus those of its two occupied orbitals. The matrix O holds the remaining coupling. The number g is thus a lower bound on these denominators, which differ in general from the exact excitation gaps of the zeroth-order model (the eigenvalues of D + O), and h bounds the strength with which off-diagonal Fock elements mix the excitations. The condition h < g says that this mixing is weaker than the smallest denominator. It is assumed here; whether it holds depends on the molecule and the orbitals.

For this finite, linear amplitude problem with h < g, the bound tells how many plain diagonal updates suffice to reduce the initial error by a chosen factor.

## The update as a contraction

Write U(t) = −D⁻¹(b + Ot). Since every d_i is nonzero, b + Dt + Ot = 0 is equivalent to Dt = −(b + Ot), and hence to t = U(t). The solutions are the fixed points of U.

Dividing by the denominators multiplies the norm of a vector x by at most 1/g:

‖D⁻¹x‖² = Σ_i x_i²/d_i² ≤ ‖x‖²/g².

In the difference of two updates b cancels, so

U(x) − U(y) = −D⁻¹O(x − y),

‖U(x) − U(y)‖ ≤ (1/g) ‖O(x − y)‖ ≤ (h/g) ‖x − y‖.

Set q = h/g, so that 0 ≤ q < 1. Successive iterates satisfy ‖t_(k+1) − t_k‖ ≤ q^k ‖t₁ − t₀‖. These steps are bounded by a geometric series, so the iterates form a Cauchy sequence and have a limit t. Because U is continuous, U(t) = t, which gives existence.

If s is another solution, then ‖s − t‖ = ‖U(s) − U(t)‖ ≤ q ‖s − t‖. As q < 1, this forces s = t.

For the error bound, the case k = 0 is an equality, and the step from k to k + 1 is

‖t_(k+1) − t‖ = ‖U(t_k) − U(t)‖ ≤ q ‖t_k − t‖ ≤ q^(k+1) ‖t₀ − t‖.

None of this uses symmetry of O.

## Quadratic error of the Hylleraas functional

Now let O be symmetric, put A = D + O, and define

J(t) = ⟨t, At⟩ + 2⟨b, t⟩.

Let t be the solution. Since At = −b, the value J(t) equals ⟨b, t⟩, which is the second-order energy. Let s = t + u be any other vector. Expanding, and using ⟨t, Au⟩ = ⟨u, At⟩, gives

J(s) − J(t) = 2⟨u, At + b⟩ + ⟨u, Au⟩ = ⟨u, Au⟩,

because At + b = 0. The linear term vanishes, and only the quadratic form of the error remains.

The diagonal part satisfies ⟨u, Du⟩ = Σ_i d_i u_i² ≥ g‖u‖². By the Cauchy–Schwarz inequality, |⟨u, Ou⟩| ≤ ‖u‖ ‖Ou‖ ≤ h‖u‖². Hence

J(s) − J(t) ≥ (g − h)‖u‖² > 0 for u ≠ 0,

so t is the strict minimum. If the denominators are also at most G, the same two estimates from above give J(s) − J(t) ≤ (G + h)‖u‖². With s = t_k this becomes

J(t_k) − J(t) ≤ (G + h) ((h/g)^k ‖t₀ − t‖)².

## Equal denominators attain the rate

Suppose that all d_i equal g and that the initial error v is nonzero and satisfies Ov = hv. If the current error is cv for a number c, one update turns it into −(1/g)O(cv) = −(h/g)cv. After k updates,

t_k − t = (−h/g)^k v.

When 0 ≤ h < g and O has norm at most h, the norm of this error equals the general bound. The factor h/g therefore can't be improved using g and h alone.

## Amplitudes and operators in Lean

The type `n` is a finite set of excitations, and `Amp n` is the real Euclidean space with one coordinate for each. The operator D is `gap d`, which multiplies coordinate `i` by `d i`. The coupling `O` is a continuous linear map, so `‖O‖` is the operator norm belonging to the Euclidean norm. The definitions `residual`, `update` and `hylleraas` are b + Dt + Ot, U and J, and `(update d O b)^[k] t₀` is t_k.

The theorem `amplitudes_converge` takes `0 < g`, `g ≤ d i` for all `i`, `‖O‖ ≤ h` and `h < g`. It states that there is a `t` with zero residual, that every other vector with zero residual equals it, and that the error bound holds for all `t₀` and `k`.

Symmetry enters only as the hypothesis `hS`, in `hylleraas_excess`, `hylleraas_strict_min` and `hylleraas_converges`. The last of these also assumes the upper bound `G` and at least one excitation. In `rate_attained`, `h` is simply an eigenvalue-type factor in `O v = h • v`, with no norm bound attached.

The model has real amplitudes in an orthonormal basis of configurations; a non-orthogonal virtual space would bring overlap matrices into the equations. The quantities b, D and O are given data, not built from a Hamiltonian, and rounding errors are absent.

```lean
import Mathlib

open Finset

namespace HylleraasPairIteration

noncomputable section

variable {n : Type*} [Fintype n]

/-- The real Euclidean space of pair amplitudes, with one coordinate per excitation. -/
abbrev Amp (n : Type*) := EuclideanSpace ℝ n

/-- The diagonal operator that multiplies the amplitude `i` by `d i`. -/
def gap (d : n → ℝ) : Amp n →ₗ[ℝ] Amp n where
  toFun t := WithLp.toLp 2 (fun i => d i * t i)
  map_add' x y := by
    ext i
    change d i * (x i + y i) = d i * x i + d i * y i
    ring
  map_smul' c x := by
    ext i
    change d i * (c * x i) = c * (d i * x i)
    ring

/-- The residual `b + D t + O t` of the amplitude equations. -/
def residual (d : n → ℝ) (O : Amp n →L[ℝ] Amp n) (b t : Amp n) : Amp n :=
  b + gap d t + O t

/-- The update `t ↦ -D⁻¹ (b + O t)`, for nonzero diagonal entries `d i`. -/
def update (d : n → ℝ) (O : Amp n →L[ℝ] Amp n) (b t : Amp n) : Amp n :=
  -(gap (fun i => (d i)⁻¹) (b + O t))

/-- The Hylleraas functional `⟨t, (D + O) t⟩ + 2 ⟨b, t⟩`. -/
def hylleraas (d : n → ℝ) (O : Amp n →L[ℝ] Amp n) (b t : Amp n) : ℝ :=
  inner ℝ t (gap d t + O t) + 2 * inner ℝ b t

/-- The matrix element of the diagonal operator between two amplitude vectors is a
weighted sum over excitations. -/
theorem inner_gap (d : n → ℝ) (x y : Amp n) :
    inner ℝ x (gap d y) = ∑ i, d i * (x i * y i) := by
  rw [PiLp.inner_apply]
  refine sum_congr rfl fun i _ => ?_
  change inner ℝ (x i) (d i * y i) = _
  simp only [RCLike.inner_apply, conj_trivial]
  ring

/-- If all diagonal entries are at least `g > 0`, dividing by them multiplies the norm by at most
`1/g`. -/
theorem norm_gap_inv_le {d : n → ℝ} {g : ℝ} (hg : 0 < g) (hd : ∀ i, g ≤ d i)
    (x : Amp n) : ‖gap (fun i => (d i)⁻¹) x‖ ≤ g⁻¹ * ‖x‖ := by
  apply (sq_le_sq₀ (norm_nonneg _) (by positivity)).mp
  rw [mul_pow, EuclideanSpace.norm_sq_eq, EuclideanSpace.norm_sq_eq, mul_sum]
  refine sum_le_sum fun i _ => ?_
  have h1 : (d i)⁻¹ ≤ g⁻¹ := inv_anti₀ hg (hd i)
  have h0 : 0 ≤ (d i)⁻¹ := inv_nonneg.mpr (hg.le.trans (hd i))
  change ‖(d i)⁻¹ * x i‖ ^ 2 ≤ _
  rw [norm_mul, mul_pow, Real.norm_of_nonneg h0]
  gcongr

omit [Fintype n] in
/-- For nonzero diagonal entries, the amplitude equations hold exactly at the fixed
points of the update. -/
theorem residual_eq_zero_iff {d : n → ℝ} (hd : ∀ i, d i ≠ 0)
    (O : Amp n →L[ℝ] Amp n) (b t : Amp n) :
    residual d O b t = 0 ↔ update d O b t = t := by
  constructor
  · intro h
    ext i
    have hw : d i * (d i)⁻¹ = 1 := mul_inv_cancel₀ (hd i)
    have hi := congrArg (fun x : Amp n => x i) h
    change b i + d i * t i + (O t) i = 0 at hi
    change -((d i)⁻¹ * (b i + (O t) i)) = t i
    linear_combination (-(d i)⁻¹) * hi + t i * hw
  · intro h
    ext i
    have hw : d i * (d i)⁻¹ = 1 := mul_inv_cancel₀ (hd i)
    have hi := congrArg (fun x : Amp n => x i) h
    change -((d i)⁻¹ * (b i + (O t) i)) = t i at hi
    change b i + d i * t i + (O t) i = 0
    linear_combination (-(d i)) * hi - (b i + (O t) i) * hw

/-- With diagonal entries at least `g > 0` and coupling of norm at most `h`, one update
multiplies the distance of two amplitude vectors by at most `h/g`. -/
theorem update_contracts {d : n → ℝ} {O : Amp n →L[ℝ] Amp n} {g h : ℝ} (hg : 0 < g)
    (hd : ∀ i, g ≤ d i) (hO : ‖O‖ ≤ h) (b x y : Amp n) :
    ‖update d O b x - update d O b y‖ ≤ h / g * ‖x - y‖ := by
  have e : update d O b x - update d O b y
      = -(gap (fun i => (d i)⁻¹) (O (x - y))) := by
    simp only [update, map_add, map_sub]
    abel
  rw [e, norm_neg]
  calc _ ≤ g⁻¹ * ‖O (x - y)‖ := norm_gap_inv_le hg hd _
    _ ≤ g⁻¹ * (h * ‖x - y‖) :=
        mul_le_mul_of_nonneg_left (O.le_of_opNorm_le hO _) (inv_nonneg.mpr hg.le)
    _ = h / g * ‖x - y‖ := by ring

/-- If the diagonal entries are at least `g > 0` and the coupling has norm at most
`h < g`, the amplitude equations have exactly one solution, and after `k` updates from
any start the error is at most `(h/g)^k` times the initial error. -/
theorem amplitudes_converge {d : n → ℝ} {O : Amp n →L[ℝ] Amp n} {g h : ℝ} (hg : 0 < g)
    (hd : ∀ i, g ≤ d i) (hO : ‖O‖ ≤ h) (hh : h < g) (b : Amp n) :
    ∃ t, residual d O b t = 0 ∧ (∀ s, residual d O b s = 0 → s = t) ∧
      ∀ (t₀ : Amp n) (k : ℕ),
        ‖(update d O b)^[k] t₀ - t‖ ≤ (h / g) ^ k * ‖t₀ - t‖ := by
  have hd0 : ∀ i, d i ≠ 0 := fun i => (hg.trans_le (hd i)).ne'
  have hr0 : 0 ≤ h / g := div_nonneg ((norm_nonneg O).trans hO) hg.le
  have hr1 : h / g < 1 := (div_lt_one hg).mpr hh
  -- existence: Banach's fixed point theorem
  have hc : ContractingWith (Real.toNNReal (h / g)) (update d O b) := by
    refine ⟨Real.toNNReal_lt_one.mpr hr1, LipschitzWith.of_dist_le_mul fun x y => ?_⟩
    rw [Real.coe_toNNReal _ hr0, dist_eq_norm, dist_eq_norm]
    exact update_contracts hg hd hO b x y
  obtain ⟨t, ht⟩ : ∃ t, update d O b t = t := ⟨_, hc.fixedPoint_isFixedPt⟩
  refine ⟨t, (residual_eq_zero_iff hd0 O b t).mpr ht, fun s hs => ?_, fun t₀ k => ?_⟩
  · -- uniqueness: the distance of two solutions would shrink
    have h1 := update_contracts hg hd hO b s t
    rw [(residual_eq_zero_iff hd0 O b s).mp hs, ht] at h1
    have h2 : ‖s - t‖ = 0 := by nlinarith [norm_nonneg (s - t)]
    exact sub_eq_zero.mp (norm_eq_zero.mp h2)
  · induction k with
    | zero => simp
    | succ k ih =>
      rw [Function.iterate_succ_apply']
      have h1 := update_contracts hg hd hO b ((update d O b)^[k] t₀) t
      rw [ht] at h1
      calc _ ≤ _ := h1
        _ ≤ h / g * ((h / g) ^ k * ‖t₀ - t‖) := mul_le_mul_of_nonneg_left ih hr0
        _ = _ := by ring

/-- For symmetric coupling, the Hylleraas functional exceeds its value at a solution `t`
of the amplitude equations by the quadratic form of `D + O` in the error. -/
theorem hylleraas_excess {d : n → ℝ} {O : Amp n →L[ℝ] Amp n}
    (hS : ∀ x y, inner ℝ (O x) y = inner ℝ x (O y)) {b t : Amp n}
    (ht : residual d O b t = 0) (s : Amp n) :
    hylleraas d O b s - hylleraas d O b t
      = inner ℝ (s - t) (gap d (s - t)) + inner ℝ (s - t) (O (s - t)) := by
  have hb : b = -(gap d t + O t) := by
    apply eq_neg_of_add_eq_zero_left
    rw [← add_assoc]
    exact ht
  have hD : inner ℝ s (gap d t) = inner ℝ t (gap d s) := by
    rw [inner_gap, inner_gap]
    exact sum_congr rfl fun i _ => by ring
  rw [hb]
  simp only [hylleraas, map_sub, inner_sub_left, inner_sub_right, inner_add_left,
    inner_add_right, inner_neg_left]
  linarith [hS t s, hS t t, real_inner_comm s (gap d t), real_inner_comm t (gap d t),
    real_inner_comm s (O t)]

/-- A coupling of norm at most `h` has expectation values of size at most `h ‖u‖²`. -/
theorem coupling_bound {O : Amp n →L[ℝ] Amp n} {h : ℝ} (hO : ‖O‖ ≤ h) (u : Amp n) :
    |inner ℝ u (O u)| ≤ h * ‖u‖ ^ 2 := by
  calc _ ≤ ‖u‖ * ‖O u‖ := abs_real_inner_le_norm _ _
    _ ≤ ‖u‖ * (h * ‖u‖) :=
        mul_le_mul_of_nonneg_left (O.le_of_opNorm_le hO u) (norm_nonneg u)
    _ = _ := by ring

/-- For symmetric coupling of norm at most `h`, and diagonal entries at least `g > h`, a
solution of the amplitude equations is the strict minimum of the Hylleraas functional. -/
theorem hylleraas_strict_min {d : n → ℝ} {O : Amp n →L[ℝ] Amp n} {g h : ℝ}
    (hd : ∀ i, g ≤ d i) (hO : ‖O‖ ≤ h) (hh : h < g)
    (hS : ∀ x y, inner ℝ (O x) y = inner ℝ x (O y)) {b t : Amp n}
    (ht : residual d O b t = 0) {s : Amp n} (hs : s ≠ t) :
    hylleraas d O b t < hylleraas d O b s := by
  have e := hylleraas_excess hS ht s
  have h1 := (abs_le.mp (coupling_bound hO (s - t))).1
  have h2 : g * ‖s - t‖ ^ 2 ≤ inner ℝ (s - t) (gap d (s - t)) := by
    rw [inner_gap, EuclideanSpace.norm_sq_eq, mul_sum]
    refine sum_le_sum fun i _ => ?_
    rw [Real.norm_eq_abs, sq_abs, sq]
    exact mul_le_mul_of_nonneg_right (hd i) (mul_self_nonneg _)
  have h3 : 0 < ‖s - t‖ := norm_pos_iff.mpr (sub_ne_zero.mpr hs)
  have h4 : 0 < (g - h) * ‖s - t‖ ^ 2 := mul_pos (sub_pos.mpr hh) (pow_pos h3 2)
  linarith

/-- For symmetric coupling of norm at most `h < g` and diagonal entries between `g > 0`
and `G`, the error of the Hylleraas functional after `k` updates is at most `G + h` times
the square of the amplitude error bound. -/
theorem hylleraas_converges [Nonempty n] {d : n → ℝ} {O : Amp n →L[ℝ] Amp n}
    {g h G : ℝ} (hg : 0 < g) (hd : ∀ i, g ≤ d i) (hG : ∀ i, d i ≤ G) (hO : ‖O‖ ≤ h)
    (hh : h < g) (hS : ∀ x y, inner ℝ (O x) y = inner ℝ x (O y)) {b t : Amp n}
    (ht : residual d O b t = 0) (t₀ : Amp n) (k : ℕ) :
    hylleraas d O b ((update d O b)^[k] t₀) - hylleraas d O b t
      ≤ (G + h) * ((h / g) ^ k * ‖t₀ - t‖) ^ 2 := by
  obtain ⟨t', -, huniq, hconv⟩ := amplitudes_converge hg hd hO hh b
  have hk := hconv t₀ k
  rw [← huniq t ht] at hk
  rw [hylleraas_excess hS ht]
  generalize (update d O b)^[k] t₀ - t = u at hk ⊢
  have h1 := (abs_le.mp (coupling_bound hO u)).2
  have h2 : inner ℝ u (gap d u) ≤ G * ‖u‖ ^ 2 := by
    rw [inner_gap, EuclideanSpace.norm_sq_eq, mul_sum]
    refine sum_le_sum fun i _ => ?_
    rw [Real.norm_eq_abs, sq_abs, sq]
    exact mul_le_mul_of_nonneg_right (hG i) (mul_self_nonneg _)
  have i₀ : n := Classical.arbitrary n
  have h3 : 0 ≤ G + h := by linarith [hd i₀, hG i₀, (norm_nonneg O).trans hO]
  calc _ ≤ (G + h) * ‖u‖ ^ 2 := by linarith
    _ ≤ _ := mul_le_mul_of_nonneg_left (pow_le_pow_left₀ (norm_nonneg u) hk 2) h3

/-- If all diagonal entries equal `g ≠ 0` and the initial error `v` satisfies `O v = h v`,
each update multiplies the error by exactly `-h/g`. -/
theorem rate_attained {O : Amp n →L[ℝ] Amp n} {g h : ℝ} (hg : g ≠ 0) {b t v : Amp n}
    (ht : residual (fun _ => g) O b t = 0) (hv : O v = h • v) (k : ℕ) :
    (update (fun _ => g) O b)^[k] (t + v) - t = (-(h / g)) ^ k • v := by
  have fx := (residual_eq_zero_iff (fun _ => hg) O b t).mp ht
  induction k with
  | zero => simp
  | succ k ih =>
    rw [Function.iterate_succ_apply']
    generalize (update (fun _ => g) O b)^[k] (t + v) = X at ih ⊢
    -- the error is propagated by the linear part of the update
    have e : update (fun _ => g) O b X - update (fun _ => g) O b t
        = -(gap (fun _ => g⁻¹) (O (X - t))) := by
      simp only [update, map_add, map_sub]
      abel
    rw [fx, ih, map_smul, hv] at e
    rw [e]
    ext i
    change -(g⁻¹ * ((-(h / g)) ^ k * (h * v i))) = (-(h / g)) ^ (k + 1) * v i
    ring

end

end HylleraasPairIteration
```

```lean
#print axioms HylleraasPairIteration.amplitudes_converge
#print axioms HylleraasPairIteration.hylleraas_strict_min
#print axioms HylleraasPairIteration.hylleraas_converges
#print axioms HylleraasPairIteration.rate_attained
```

```
'HylleraasPairIteration.amplitudes_converge' depends on axioms: [propext, Classical.choice, Quot.sound]
'HylleraasPairIteration.hylleraas_strict_min' depends on axioms: [propext, Classical.choice, Quot.sound]
'HylleraasPairIteration.hylleraas_converges' depends on axioms: [propext, Classical.choice, Quot.sound]
'HylleraasPairIteration.rate_attained' depends on axioms: [propext, Classical.choice, Quot.sound]
```

## From denominators to the fixed point

`norm_gap_inv_le` is the estimate for D⁻¹. It compares squared norms, writes them as sums and bounds each term using 1/d_i ≤ 1/g. `residual_eq_zero_iff` works coordinate by coordinate: `linear_combination` multiplies the amplitude equation by −1/d_i in one direction and the fixed-point equation by −d_i in the other.

In `update_contracts`, the equation `e` is the cancellation of b, and the `calc` block chains the bounds for D⁻¹ and O. `amplitudes_converge` passes this contraction to Mathlib's form of Banach's theorem, which replaces the Cauchy-sequence argument above. Uniqueness applies the contraction to two solutions, and `nlinarith` concludes that their distance is zero. The error bound is the induction on `k`, with `Function.iterate_succ_apply'` exposing the last update.

## Energy differences and the exact error factor

`inner_gap` writes ⟨x, Dy⟩ as a weighted sum, from which the symmetry of D can be read off. `hylleraas_excess` replaces b by −(Dt + Ot), expands all inner products and lets `linarith` cancel the cross terms with the symmetry of D and O.

`coupling_bound` is the Cauchy–Schwarz step. `hylleraas_strict_min` combines it with the lower bound on the diagonal sum. `hylleraas_converges` uses the upper bound instead; it first identifies the given solution with the one from `amplitudes_converge`, so that the amplitude bound applies to it. The assumed excitation serves to show G + h ≥ 0, which is needed when the bound on ‖u‖² is multiplied by this factor.

`rate_attained` is again an induction on `k`. Its equation `e` expresses the new error through the linear part of the update; the induction hypothesis and `O v = h • v` then turn it into one more factor −h/g.
